# Integer Miller triples with line index 4^m M are exactly the 2^m-fold multiples of those with line index M

For a cubic crystal, the line index of integer Miller indices (h, k, l) is h² + k² + l². The lemma says that, for a natural number m and an integer M, this index equals 4^m M exactly when (h, k, l) is 2^m times an integer triple with line index M. The indices may be zero or negative and may share a common factor. The forward direction goes by induction on m: a line index divisible by 4 forces all three indices to be even, so they can be halved. The converse substitutes the multiples and uses 4^m = (2^m)² to compare the two sides.

The failing Lean file:

```lean
import Mathlib

namespace LineIndexEqFourPowMulIff

/-- The line index `N = h² + k² + l²` of the Miller indices `(h, k, l)` in a cubic crystal. -/
def lineIndex (h k l : ℤ) : ℤ := h ^ 2 + k ^ 2 + l ^ 2

/-- The square of an even index is 0 or 4 modulo 8, and the square of an odd index is 1
modulo 8. -/
theorem sq_mod_eight (n : ℤ) :
    (n % 2 = 0 ∧ (n ^ 2 % 8 = 0 ∨ n ^ 2 % 8 = 4)) ∨ (n % 2 = 1 ∧ n ^ 2 % 8 = 1) := by
  obtain ⟨c, rfl | rfl⟩ := Int.even_or_odd' n
  · have e : (2 * c) ^ 2 = 4 * (c ^ 2) := by ring
    rw [e]
    generalize c ^ 2 = s
    omega
  · -- one of two consecutive integers is even
    obtain ⟨t, ht⟩ := Int.even_mul_succ_self c
    have e : (2 * c + 1) ^ 2 = 8 * t + 1 := by linear_combination 4 * ht
    rw [e]
    omega

/-- The line index is a multiple of 4 exactly when all three Miller indices are even. -/
theorem all_even_iff (h k l : ℤ) :
    4 ∣ lineIndex h k l ↔ Even h ∧ Even k ∧ Even l := by
  have h1 := sq_mod_eight h
  have h2 := sq_mod_eight k
  have h3 := sq_mod_eight l
  rw [Int.even_iff, Int.even_iff, Int.even_iff]
  unfold lineIndex
  omega

/-- The triples with line index `4^m M` are exactly the `2^m`-fold multiples of the triples
with line index `M`. -/
theorem lineIndex_eq_four_pow_mul_iff (m : ℕ) (M h k l : ℤ) :
    lineIndex h k l = 4 ^ m * M ↔
      ∃ x y z : ℤ, h = 2 ^ m * x ∧ k = 2 ^ m * y ∧ l = 2 ^ m * z ∧ lineIndex x y z = M := by
  constructor
  · induction m generalizing h k l with
    | zero =>
      intro e
      exact ⟨h, k, l, by simp, by simp, by simp, by simpa using e⟩
    | succ m ih =>
      intro e
      have p : (4 : ℤ) ^ (m + 1) = 4 * 4 ^ m := pow_succ' 4 m
      rw [p] at e
      -- a factor 4 in the line index makes all indices even, so they can be halved
      have d : 4 ∣ lineIndex h k l := ⟨4 ^ m * M, by rw [e]; ring⟩
      obtain ⟨⟨u, hu⟩, ⟨v, hv⟩, ⟨w, hw⟩⟩ := (all_even_iff h k l).1 d
      have e' : lineIndex u v w = 4 ^ m * M := by
        rw [hu, hv, hw] at e
        unfold lineIndex at *
        linarith
      obtain ⟨x, y, z, hx, hy, hz, hM⟩ := ih u v w e'
      exact ⟨x, y, z, by rw [hu, hx]; ring, by rw [hv, hy]; ring, by rw [hw, hz]; ring, hM⟩
  · rintro ⟨x, y, z, rfl, rfl, rfl, rfl⟩
    have p : (4 : ℤ) ^ m = (2 ^ m) ^ 2 := by
      rw [show (4 : ℤ) = 2 ^ 2 by norm_num]
      ring
    unfold lineIndex
    rw [p]
    ring

end LineIndexEqFourPowMulIff
```

Messages:

```
Try this:
  [apply] ring_nf
  
  The `ring` tactic failed to close the goal. Use `ring_nf` to obtain a normal form.
    
  Note that `ring` works primarily in *commutative* rings. If you have a noncommutative ring, abelian group or module, consider using `noncomm_ring`, `abel` or `module` instead.
Main.lean:57:42: error: unsolved goals
m : ℕ
x y z : ℤ
⊢ 4 ^ m = 2 ^ (m * 2)
```

Both messages concern the auxiliary equation `p`, that 4^m = (2^m)², in the converse direction. The rewrite turns the left side into (2²)^m, but `ring` evaluates the numeral power 2² back to 4, which undoes the rewrite. It brings the right side to `2 ^ (m * 2)`. With a variable exponent, `ring` does not identify this with `4 ^ m`, so it fails to close the goal. The suggestion to try `ring_nf` is no cure here, since the goal left over is already the normalised one.

The repair proves `p` in three steps without `ring`. First `norm_num` checks that 4^m is (2 · 2)^m, which only needs the product 2 · 2 evaluated. Then `mul_pow` distributes the exponent over the product, giving 2^m · 2^m, the step that `ring` missed. Finally `pow_two`, read from right to left, writes this product as the square (2^m)².

The mended proof, as a diff:

```diff
@@ -55,7 +55,8 @@
       exact ⟨x, y, z, by rw [hu, hx]; ring, by rw [hv, hy]; ring, by rw [hw, hz]; ring, hM⟩
   · rintro ⟨x, y, z, rfl, rfl, rfl, rfl⟩
-    have p : (4 : ℤ) ^ m = (2 ^ m) ^ 2 := by
-      rw [show (4 : ℤ) = 2 ^ 2 by norm_num]
-      ring
+    have p : (4 : ℤ) ^ m = (2 ^ m) ^ 2 :=
+      calc (4 : ℤ) ^ m = (2 * 2) ^ m := by norm_num
+        _ = 2 ^ m * 2 ^ m := mul_pow 2 2 m
+        _ = (2 ^ m) ^ 2 := (pow_two _).symm
     unfold lineIndex
     rw [p]
```
